# Entropy balance for a finite classical master equation with several heat baths

A classical system with finitely many states has positive weights pᵢ at time t, and their time derivatives there are the sum over finitely many baths v of (W_v p)ᵢ, where every column of each real matrix W_v sums to zero. The lemma says that −∑ᵢ pᵢ log pᵢ, the Shannon entropy when p is normalised, then changes at the rate ∑_v (σ_v + β_v J_v). Here J_v = ∑ᵢ Eᵢ(W_v p)ᵢ is the heat current into the system, and σ_v = ∑ᵢ (W_v p)ᵢ(log gᵢ − log pᵢ) is the entropy production relative to the Gibbs weights gᵢ = exp(−β_v Eᵢ); these are unnormalised, but normalising them would not change σ_v, and they are not assumed stationary. The attempt differentiates the entropy term by term with the chain rule, then exchanges the sums over states and baths and compares the two sides bath by bath, using conservation of total probability.

The first attempt, which Lean rejects:

```lean
import Mathlib

open Matrix

namespace ClassicalSpohnInequality

noncomputable section

variable {n ι : Type*} [Fintype n] [Fintype ι]

/-- The entropy production rate due to one bath with stationary vector `g`, in state `p`. -/
def entropyProduction (W : Matrix n n ℝ) (g p : n → ℝ) : ℝ :=
  ∑ i, (W *ᵥ p) i * (Real.log (g i) - Real.log (p i))

/-- The Boltzmann weights `exp (-β E i)` at inverse temperature `β`. -/
def gibbsWeight (β : ℝ) (E : n → ℝ) (i : n) : ℝ := Real.exp (-(β * E i))

/-- The energy per unit time that a bath with rate matrix `W` feeds into the system. -/
def heatCurrent (W : Matrix n n ℝ) (E p : n → ℝ) : ℝ := ∑ i, E i * (W *ᵥ p) i

/-- Entropy balance: along the master equation the Shannon entropy changes at the rate of
entropy production plus the heat currents weighted by inverse temperatures. -/
theorem entropy_balance {W : ι → Matrix n n ℝ} {β : ι → ℝ} {E : n → ℝ}
    {p : ℝ → n → ℝ} {t : ℝ} (hW : ∀ v j, ∑ i, W v i j = 0) (hp : ∀ i, 0 < p t i)
    (hd : ∀ i, HasDerivAt (fun s => p s i) (∑ v, (W v *ᵥ p t) i) t) :
    HasDerivAt (fun s => ∑ i, Real.negMulLog (p s i))
      (∑ v, entropyProduction (W v) (gibbsWeight (β v) E) (p t)
        + ∑ v, β v * heatCurrent (W v) E (p t)) t := by
  have hS : HasDerivAt (fun s => ∑ i, Real.negMulLog (p s i))
      (∑ i, (-Real.log (p t i) - 1) * ∑ v, (W v *ᵥ p t) i) t :=
    HasDerivAt.fun_sum fun i _ =>
      (Real.hasDerivAt_negMulLog (hp i).ne').comp t (hd i)
  refine hS.congr_deriv ?_
  simp only [Finset.mul_sum]
  rw [Finset.sum_comm, ← Finset.sum_add_distrib]
  apply Finset.sum_congr rfl
  intro v _
  -- each bath conserves the total probability
  have h0 : ∑ i, (W v *ᵥ p t) i = 0 := by
    simp only [Matrix.mulVec, dotProduct]
    rw [Finset.sum_comm]
    apply Finset.sum_eq_zero
    intro j _
    rw [← Finset.sum_mul, hW, zero_mul]
  unfold entropyProduction heatCurrent gibbsWeight
  rw [Finset.mul_sum, ← Finset.sum_add_distrib, ← sub_eq_zero, ← Finset.sum_sub_distrib]
  rw [← neg_eq_zero, ← Finset.sum_neg_distrib, ← h0]
  apply Finset.sum_congr rfl
  intro i _
  rw [Real.log_exp]
  ring

end

end ClassicalSpohnInequality
```

The error:

```
Main.lean:32:6: error: Type mismatch
  HasDerivAt.comp t ?m.152 (hd i)
has type
  HasDerivAt (?m.149 ∘ fun s => p s i) (?m.151 * ∑ v, (W v *ᵥ p t) i) t
but is expected to have type
  HasDerivAt (fun s => (p s i).negMulLog) ((-Real.log (p t i) - 1) * ∑ v, (W v *ᵥ p t) i) t
```

What went wrong. The one error is in the chain rule step, and the derivative formula itself is not at fault. `HasDerivAt.comp` yields a statement about a composition `?m.149 ∘ fun s => p s i`, while the goal has the function written out as `fun s => (p s i).negMulLog`. The placeholders in the message show that the outer function and its derivative were still undetermined when Lean compared the two, although the proof supplied was about `Real.negMulLog`. Lean did not manage to match the forms.

The repair settles these unknowns first. `h1` states the outer function, its derivative and the point `p t i` explicitly. `h2` then builds the composition without the goal's form being imposed on it; `HasDerivAt.comp_of_eq` takes the outer point separately, and `rfl` confirms that it is the value of `fun s => p s i` at `t`. With everything known, `exact h2` succeeds, because the composition and the written-out function are equal by definition.

After these edits no error is left:

```diff
@@ -29,6 +29,9 @@
   have hS : HasDerivAt (fun s => ∑ i, Real.negMulLog (p s i))
       (∑ i, (-Real.log (p t i) - 1) * ∑ v, (W v *ᵥ p t) i) t :=
-    HasDerivAt.fun_sum fun i _ =>
-      (Real.hasDerivAt_negMulLog (hp i).ne').comp t (hd i)
+    HasDerivAt.fun_sum fun i _ => by
+      have h1 : HasDerivAt Real.negMulLog (-Real.log (p t i) - 1) (p t i) :=
+        Real.hasDerivAt_negMulLog (hp i).ne'
+      have h2 := HasDerivAt.comp_of_eq t h1 (hd i) rfl
+      exact h2
   refine hS.congr_deriv ?_
   simp only [Finset.mul_sum]
```
